# The core-exciton threshold $UJ>1$ for a contact core hole and a finite band average $J$ of $1/e$

Let $\mu$ be a probability measure on positive energies $e$, and suppose that $J=\int \frac{1}{e}\,d\mu$ is finite. The core-exciton condition

$$U\,G(b)=1,\qquad G(b)=\int\frac{1}{e+b}\,d\mu(e),$$

has a solution $b>0$ if and only if $UJ>1$, and the solution is unique. If $J$ diverges, every $U>0$ gives a solution. For XANES, with $e$ counted from the conduction-band edge, this decides whether a discrete state lies below that edge, in a model with one electron and a static core hole that acts on a single orbital.

## Normalised local density of states

The measure $\mu$ is the density of conduction states projected on a normalised orbital at the core site, with energies counted from the band edge. Its total weight is 1 because the orbital is normalised and is assumed to be built from conduction states alone. In the energy representation the electron has an amplitude $\psi(e)$, the orbital is the constant function 1, and its overlap with the electron is $\int\psi\,d\mu$. The core hole lowers this orbital by $U$, which stands for the screened on-site attraction. At energy $-b$ the Schrödinger equation reads

$$e\,\psi(e)-U\int\psi\,d\mu=-b\,\psi(e).$$

```lean
import Mathlib

open MeasureTheory Filter Topology

namespace CoreExciton

noncomputable section
```

In Lean, `resolvent μ b` is $G(b)$, which is minus the usual Green function at energy $-b$.

```lean
/-- The local resolvent of the conduction band at energy `b` below the band edge, for `b > 0` and
a density of states `μ` on positive energies. -/
def resolvent (μ : Measure ℝ) (b : ℝ) : ℝ := ∫ e, 1 / (e + b) ∂μ
```

`IsBoundState μ U b` asks for a real solution that is square integrable (`MemLp ψ 2 μ`) and not zero almost everywhere. Real amplitudes suffice, since the real and imaginary parts of a complex solution each solve the equation. Band eigenstates with no amplitude on the orbital that the hole acts on do not appear in this description, nor do electron-electron interaction and core-hole lifetime.

```lean
/-- A nonzero square-integrable real amplitude `ψ(e)` solves the Schrödinger equation at energy
`-b`, with band energy `e` and a contact attraction `U` to the core hole. -/
def IsBoundState (μ : Measure ℝ) (U b : ℝ) : Prop :=
  ∃ ψ : ℝ → ℝ, MemLp ψ 2 μ ∧ ¬ ψ =ᵐ[μ] 0 ∧
    ∀ᵐ e ∂μ, e * ψ e - U * ∫ x, ψ x ∂μ = -b * ψ e
```

The normalisation enters first through strict inequalities. If $f<g$ almost everywhere and the two averages were equal, the positive function $g-f$ would have zero integral and so vanish almost everywhere. That is impossible when the total weight is 1. `average_lt` follows this argument and extracts one energy at which both statements would hold.

With total weight $m$ instead of 1, averages of constants would acquire a factor $m$, and so would the energy scale $U$ in the bounds on $b$ below.

```lean
variable {μ : Measure ℝ} [IsProbabilityMeasure μ]

/-- If one integrable quantity is smaller than another at almost every band energy, so is its band
average. -/
theorem average_lt {f g : ℝ → ℝ} (hf : Integrable f μ) (hg : Integrable g μ)
    (h : ∀ᵐ e ∂μ, f e < g e) : ∫ e, f e ∂μ < ∫ e, g e ∂μ := by
  refine lt_of_le_of_ne (integral_mono_ae hf hg (h.mono fun _ hx => hx.le)) fun heq => ?_
  have h0 : ∫ e, (g e - f e) ∂μ = 0 := by rw [integral_sub hg hf, heq, sub_self]
  have hn : 0 ≤ᵐ[μ] fun e => g e - f e := h.mono fun x hx => sub_nonneg.2 hx.le
  have h1 := (integral_eq_zero_iff_of_nonneg_ae hn (hg.sub hf)).1 h0
  obtain ⟨x, hx, hx'⟩ := (h.and h1).exists
  have h2 : g x - f x = 0 := hx'
  linarith
```

## No weight at or below the edge

The hypothesis `hpos` says that $e>0$ for almost every state: nothing lies below zero, and no finite fraction of the weight sits exactly at zero. It does not force the band to begin at zero. If the lowest state lies higher, $b>0$ still means an energy below zero, and states in the gap above zero are not counted.

For $b>0$ it gives $0<1/(e+b)\le 1/b$, so the integrand is bounded and therefore square integrable.

```lean
/-- Below the band edge the integrand of the local resolvent is square integrable over the band. -/
theorem memLp_resolvent (hpos : ∀ᵐ e ∂μ, 0 < e) {b : ℝ} (hb : 0 < b) :
    MemLp (fun e : ℝ => 1 / (e + b)) 2 μ := by
  have hm : Measurable fun e : ℝ => 1 / (e + b) := by fun_prop
  refine MemLp.of_bound hm.aestronglyMeasurable (1 / b) ?_
  filter_upwards [hpos] with e he
  rw [Real.norm_of_nonneg (by positivity)]
  exact one_div_le_one_div_of_le hb (by linarith)
```

For $0<b<c$ it also gives $1/(e+c)<1/(e+b)$. Averaging yields $G(c)<G(b)$, so $G$ is strictly decreasing.

```lean
/-- The local resolvent decreases strictly as the energy moves further below the band edge. -/
theorem resolvent_strictAnti (hpos : ∀ᵐ e ∂μ, 0 < e) {b c : ℝ} (hb : 0 < b) (hbc : b < c) :
    resolvent μ c < resolvent μ b := by
  refine average_lt ((memLp_resolvent hpos (hb.trans hbc)).integrable (by norm_num))
    ((memLp_resolvent hpos hb).integrable (by norm_num)) ?_
  filter_upwards [hpos] with e he
  exact one_div_lt_one_div_of_lt (by linarith) (by linarith)
```

The third use is at the edge. Take $b_n=1/(n+1)$. For each $e>0$, $1/(e+b_n)\to 1/e$, and Fatou's lemma gives

$$\int\frac1e\,d\mu\le\liminf_n G(b_n)\le C$$

whenever $G(b)\le C$ for all $b>0$. `edge_average_le` states this with the integral `∫⁻`, which may be infinite, so it serves for both finite and divergent $J$.

Suppose instead that a weight $q>0$ sat at $e=0$, with the rest above. Then $G(b)\ge q/b$, and every $U>0$ would bind. Lean sets `1 / 0` to zero, so its $J$ would miss precisely this weight.

```lean
/-- A bound on the local resolvent at all energies below the band edge also bounds the band average
of `1/e`, taken as an integral that may be infinite. -/
theorem edge_average_le (hpos : ∀ᵐ e ∂μ, 0 < e) {C : ℝ}
    (hC : ∀ b, 0 < b → resolvent μ b ≤ C) :
    ∫⁻ e, ENNReal.ofReal (1 / e) ∂μ ≤ ENNReal.ofReal C := by
  -- approach the edge along b = 1/(n+1) and use Fatou's lemma
  have hlim : ∀ᵐ e ∂μ, ENNReal.ofReal (1 / e) =
      liminf (fun n : ℕ => ENNReal.ofReal (1 / (e + 1 / ((n : ℝ) + 1)))) atTop := by
    filter_upwards [hpos] with e he
    have h0 := (tendsto_one_div_add_atTop_nhds_zero_nat (𝕜 := ℝ)).const_add e
    rw [add_zero] at h0
    have h2 := (tendsto_const_nhds (x := (1 : ℝ))).div h0 he.ne'
    exact ((ENNReal.tendsto_ofReal h2).liminf_eq).symm
  rw [lintegral_congr_ae hlim]
  refine (lintegral_liminf_le fun n => by fun_prop).trans ?_
  refine liminf_le_of_frequently_le' (Eventually.of_forall fun n => ?_).frequently
  have hn : (0 : ℝ) < 1 / ((n : ℝ) + 1) := by positivity
  rw [← ofReal_integral_eq_lintegral_ofReal
    ((memLp_resolvent hpos hn).integrable (by norm_num))
    (hpos.mono fun e he => by
      change (0 : ℝ) ≤ 1 / (e + 1 / ((n : ℝ) + 1))
      positivity)]
  exact ENNReal.ofReal_le_ofReal (hC _ hn)
```

## Attraction, $U>0$

A positive $U$ means that the hole attracts the electron. It supplies a point where $G$ is low enough: since $1/(e+U)\le 1/U$, we have $G(U)\le 1/U$. If also $G(a)>1/U$ for some $a>0$, continuity gives a $b>0$ with $G(b)=1/U$.

Continuity at $b$ follows by dominated convergence, because $1/(e+x)\le 2/b$ for all $x>b/2$. In the proof, `continuousAt_of_dominated` carries this out with the bound `1 / (b / 2)`, and `intermediate_value` does the rest.

For $U\le0$ there is no solution, because $G(b)>0$ makes $U\,G(b)\le0$. The threshold theorem therefore takes any real `U`: each side of its equivalence already forces $U>0$.

```lean
/-- For `U > 0`, if the local resolvent exceeds `1/U` somewhere below the band edge, the
core-exciton condition has a solution. -/
theorem exists_binding (hpos : ∀ᵐ e ∂μ, 0 < e) {U : ℝ} (hU : 0 < U)
    (h : ∃ b, 0 < b ∧ 1 / U < resolvent μ b) : ∃ b, 0 < b ∧ U * resolvent μ b = 1 := by
  obtain ⟨a, ha, haU⟩ := h
  have hcont : ContinuousOn (resolvent μ) (Set.Ioi 0) := by
    intro b hb
    have hb' : 0 < b := hb
    refine ContinuousAt.continuousWithinAt ?_
    refine continuousAt_of_dominated (bound := fun _ => 1 / (b / 2)) ?_ ?_
      (integrable_const _) ?_
    · refine Eventually.of_forall fun x => ?_
      have hm : Measurable fun e : ℝ => 1 / (e + x) := by fun_prop
      exact hm.aestronglyMeasurable
    · filter_upwards [lt_mem_nhds (half_lt_self hb')] with x hx
      filter_upwards [hpos] with e he
      have hx0 : 0 < x := (half_pos hb').trans hx
      rw [Real.norm_of_nonneg (by positivity)]
      exact one_div_le_one_div_of_le (half_pos hb') (by linarith)
    · filter_upwards [hpos] with e he
      exact continuousAt_const.div (continuousAt_const.add continuousAt_id)
        (add_pos he hb').ne'
  -- at b = U the resolvent is at most 1/U
  have hlow : resolvent μ U ≤ 1 / U := by
    have h1 : resolvent μ U ≤ ∫ _e, 1 / U ∂μ := by
      refine integral_mono_ae ((memLp_resolvent hpos hU).integrable (by norm_num))
        (integrable_const _) ?_
      filter_upwards [hpos] with e he
      exact one_div_le_one_div_of_le hU (by linarith)
    simpa using h1
  obtain ⟨b, hb, hbU⟩ := isPreconnected_Ioi.intermediate_value
    (Set.mem_Ioi.2 hU) (Set.mem_Ioi.2 ha) hcont ⟨hlow, haU.le⟩
  exact ⟨b, hb, by rw [hbU, mul_one_div_cancel hU.ne']⟩
```

## Energy below the edge, $b>0$

The number $b$ is the binding energy. Write $c=\int\psi\,d\mu$. Because $e+b>0$, the Schrödinger equation can be divided:

$$(e+b)\,\psi(e)=Uc\quad\Rightarrow\quad\psi(e)=\frac{Uc}{e+b}.$$

Integrating gives $c=Uc\,G(b)$. If $c$ were zero, $\psi$ would vanish, so $c\ne0$ and $U\,G(b)=1$. Conversely, if $U\,G(b)=1$, then $\psi(e)=1/(e+b)$ satisfies

$$(e+b)\,\psi(e)=1=U\,G(b)=U\int\psi\,d\mu.$$

`isBoundState_iff` proves both directions in this way. Its amplitude is unnormalised; the normalised one is $N^{-1/2}/(e+b)$ with $N=\int (e+b)^{-2}\,d\mu$.

At $b=0$ the same division gives an amplitude proportional to $1/e$, which need not be square integrable even when $J$ is finite. The theorems make no statement about states at or above the edge.

```lean
/-- A bound state at energy `-b` below the band edge exists exactly when `U` times the local
resolvent equals one. -/
theorem isBoundState_iff (hpos : ∀ᵐ e ∂μ, 0 < e) {U b : ℝ} (hb : 0 < b) :
    IsBoundState μ U b ↔ U * resolvent μ b = 1 := by
  constructor
  · rintro ⟨ψ, -, hne, heq⟩
    obtain ⟨c, hc⟩ : ∃ c, c = ∫ x, ψ x ∂μ := ⟨_, rfl⟩
    rw [← hc] at heq
    -- the equation fixes the shape of the amplitude
    have hψ : ψ =ᵐ[μ] fun e => (U * c) * (1 / (e + b)) := by
      filter_upwards [hpos, heq] with e he h
      rw [mul_one_div, eq_div_iff (add_pos he hb).ne']
      linear_combination h
    have hI : c = U * c * resolvent μ b :=
      hc.trans ((integral_congr_ae hψ).trans (integral_const_mul _ _))
    have hc0 : c ≠ 0 := fun h0 =>
      hne (hψ.trans (Eventually.of_forall fun e => by simp [h0]))
    exact mul_left_cancel₀ hc0 (by linear_combination -hI)
  · intro h
    have h' : U * ∫ x, 1 / (x + b) ∂μ = 1 := h
    refine ⟨fun e => 1 / (e + b), memLp_resolvent hpos hb, fun h0 => ?_, ?_⟩
    · obtain ⟨e, he, he0⟩ := (hpos.and h0).exists
      have h1 : 1 / (e + b) = 0 := he0
      exact (one_div_pos.2 (add_pos he hb)).ne' h1
    · filter_upwards [hpos] with e he
      have h1 : (e + b) * (1 / (e + b)) = 1 := mul_one_div_cancel (add_pos he hb).ne'
      linear_combination h1 - h'
```

## Finite band average of $1/e$

A finite $J$ means that few states accumulate near the edge. For a density that starts like $e^p$, convergence at the edge requires $p>0$. The hypothesis `hJ` expresses finiteness as integrability of `1 / e`.

- **A solution implies $UJ>1$.** From $1/(e+b)<1/e$ we get $G(b)<J$, hence $1=U\,G(b)<UJ$. Here `average_lt` uses the finiteness of $J$.
- **$UJ>1$ implies a solution.** If $G(b)\le1/U$ held for all $b>0$, the Fatou bound would give $J\le1/U$, a contradiction. So $G(a)>1/U$ for some $a>0$, and the continuity argument applies.
- **Uniqueness.** Two solutions $b,c$ have $G(b)=G(c)$, and strict monotonicity gives $b=c$.

The three parts of `core_exciton_threshold` appear in this order. Uniqueness is the clause about all `b` and `c`; its proof rules out $b<c$ and $c<b$ with `resolvent_strictAnti`. Together with `isBoundState_iff`, the theorem says that there is a bound state below zero exactly when $UJ>1$, at a single energy.

```lean
/-- For a band of positive energies with a finite average `J` of `1/e`, the core-exciton condition
has a solution `b > 0` if and only if `U J > 1`, and any two solutions coincide. -/
theorem core_exciton_threshold (hpos : ∀ᵐ e ∂μ, 0 < e)
    (hJ : Integrable (fun e : ℝ => 1 / e) μ) (U : ℝ) :
    ((∃ b, 0 < b ∧ U * resolvent μ b = 1) ↔ 1 < U * ∫ e, 1 / e ∂μ) ∧
    ∀ b c, 0 < b → 0 < c → U * resolvent μ b = 1 → U * resolvent μ c = 1 → b = c := by
  have hn : 0 ≤ᵐ[μ] fun e : ℝ => 1 / e := hpos.mono fun e he => (one_div_pos.2 he).le
  refine ⟨⟨?_, fun h => ?_⟩, fun b c hb hc h1 h2 => ?_⟩
  · rintro ⟨b, hb, h⟩
    have hG : 0 ≤ resolvent μ b :=
      integral_nonneg_of_ae (hpos.mono fun e he => (one_div_pos.2 (add_pos he hb)).le)
    have hU : 0 < U := by
      by_contra hU
      nlinarith [mul_nonneg (neg_nonneg.2 (not_lt.1 hU)) hG]
    have hlt : resolvent μ b < ∫ e, 1 / e ∂μ := by
      refine average_lt ((memLp_resolvent hpos hb).integrable (by norm_num)) hJ ?_
      filter_upwards [hpos] with e he
      exact one_div_lt_one_div_of_lt he (by linarith)
    calc (1 : ℝ) = U * resolvent μ b := h.symm
      _ < U * ∫ e, 1 / e ∂μ := mul_lt_mul_of_pos_left hlt hU
  · have hJ0 : 0 ≤ ∫ e, 1 / e ∂μ := integral_nonneg_of_ae hn
    have hU : 0 < U := by
      by_contra hU
      nlinarith [mul_nonneg (neg_nonneg.2 (not_lt.1 hU)) hJ0]
    refine exists_binding hpos hU ?_
    by_contra hcon
    push Not at hcon
    have hle := edge_average_le hpos hcon
    rw [← ofReal_integral_eq_lintegral_ofReal hJ hn,
      ENNReal.ofReal_le_ofReal_iff (one_div_pos.2 hU).le, le_div_iff₀ hU] at hle
    linarith
  · have hU : U ≠ 0 := by
      rintro rfl
      simp at h1
    have heq : resolvent μ b = resolvent μ c := mul_left_cancel₀ hU (h1.trans h2.symm)
    rcases lt_trichotomy b c with hlt | hlt | hlt
    · exact absurd heq (resolvent_strictAnti hpos hb hlt).ne'
    · exact hlt
    · exact absurd heq (resolvent_strictAnti hpos hc hlt).ne
```

Without a finite $J$ the threshold disappears. If $G(b)\le1/U$ held for all $b>0$, the Fatou bound would make $1/e$ integrable after all. Hence $G$ exceeds $1/U$ somewhere, and any attraction, however weak, gives a solution.

```lean
/-- If the average of `1/e` over a band of positive energies diverges, the core-exciton condition
has a solution for every attraction `U > 0`. -/
theorem binding_of_divergent_average (hpos : ∀ᵐ e ∂μ, 0 < e)
    (hJ : ¬ Integrable (fun e : ℝ => 1 / e) μ) {U : ℝ} (hU : 0 < U) :
    ∃ b, 0 < b ∧ U * resolvent μ b = 1 := by
  refine exists_binding hpos hU ?_
  by_contra hcon
  push Not at hcon
  have hm : Measurable fun e : ℝ => 1 / e := by fun_prop
  have hn : 0 ≤ᵐ[μ] fun e : ℝ => 1 / e := hpos.mono fun e he => (one_div_pos.2 he).le
  exact hJ ⟨hm.aestronglyMeasurable, (hasFiniteIntegral_iff_ofReal hn).2
    ((edge_average_le hpos hcon).trans_lt ENNReal.ofReal_lt_top)⟩
```

## Finite bandwidth

The threshold theorem does not require a finite bandwidth. An upper limit $W$ on the band energies helps to locate $b$. With $0<e\le W$,

$$\frac1{W+b}\le G(b)<\frac1b.$$

The outer values belong to a band with all its states at the top or at the bottom. Multiplying by $U$ and using $U\,G(b)=1$ gives $U/(W+b)\le1<U/b$, that is,

$$U-W\le b<U.$$

`binding_bracket` proves the same two inequalities for $G$, clears the denominators and cancels the positive factor $G(b)$. For an unbounded band the lower bound is lost, while the argument for $b<U$ does not involve $W$.

```lean
/-- For band energies above zero and at most `W`, a solution `b > 0` of the core-exciton condition
lies between `U - W` and `U`. -/
theorem binding_bracket {W U b : ℝ} (hband : ∀ᵐ e ∂μ, 0 < e ∧ e ≤ W) (hb : 0 < b)
    (h : U * resolvent μ b = 1) : U - W ≤ b ∧ b < U := by
  have hpos : ∀ᵐ e ∂μ, 0 < e := hband.mono fun _ he => he.1
  have hint := (memLp_resolvent hpos hb).integrable (by norm_num)
  obtain ⟨e₀, he₀, heW⟩ := hband.exists
  have hWb : 0 < W + b := by linarith
  -- compare with all states at the top, or all at the bottom, of the band
  have hlow : 1 / (W + b) ≤ resolvent μ b := by
    have h1 : ∫ _e, 1 / (W + b) ∂μ ≤ resolvent μ b := by
      refine integral_mono_ae (integrable_const _) hint ?_
      filter_upwards [hband] with e he
      exact one_div_le_one_div_of_le (add_pos he.1 hb) (by linarith [he.2])
    simpa using h1
  have hupp : resolvent μ b < 1 / b := by
    have h1 : resolvent μ b < ∫ _e, 1 / b ∂μ := by
      refine average_lt hint (integrable_const _) ?_
      filter_upwards [hpos] with e he
      exact one_div_lt_one_div_of_lt hb (by linarith)
    simpa using h1
  have hG : 0 < resolvent μ b := (one_div_pos.2 hWb).trans_le hlow
  rw [div_le_iff₀ hWb] at hlow
  rw [lt_div_iff₀ hb] at hupp
  constructor
  · have h2 : U ≤ W + b := le_of_mul_le_mul_right (by linarith) hG
    linarith
  · exact lt_of_mul_lt_mul_right (by linarith) hG.le

end

end CoreExciton
```

```lean
#print axioms CoreExciton.isBoundState_iff
-- 'CoreExciton.isBoundState_iff' depends on axioms: [propext, Classical.choice, Quot.sound]
#print axioms CoreExciton.core_exciton_threshold
-- 'CoreExciton.core_exciton_threshold' depends on axioms: [propext, Classical.choice, Quot.sound]
#print axioms CoreExciton.binding_of_divergent_average
-- 'CoreExciton.binding_of_divergent_average' depends on axioms: [propext, Classical.choice, Quot.sound]
#print axioms CoreExciton.binding_bracket
-- 'CoreExciton.binding_bracket' depends on axioms: [propext, Classical.choice, Quot.sound]
```

## A band with a linear onset

Take $W=4$ eV and the normalised density $2e/W^2$ on $[0,W]$. Then

$$J=\int_0^W\frac1e\,\frac{2e}{W^2}\,de=\frac2W=0.5\ \text{eV}^{-1},$$

so binding sets in above $U=2$ eV. Since $e/(e+b)=1-b/(e+b)$,

$$G(b)=\frac{2}{W}\left[1-\frac bW\ln\left(1+\frac Wb\right)\right].$$

For $U=4$ eV we have $UJ=2$, so there is one solution. The product $U\,G(b)$ is about $1.0005$ at $b=1.59$ eV and $0.9978$ at $b=1.60$ eV, which places the solution at $b\approx1.592$ eV. This lies within the bracket $0\le b<4$ eV.
